# The derivative of det(z − H) is det(z − H) tr G(z) where z − H is invertible

For an operator H on a system with finitely many levels, given as any complex n by n matrix and not assumed Hermitian, the Green's matrix is G(z) = (z − H)⁻¹. The declaration `jacobi` states that, at a complex number z where z − H is invertible, the derivative of the characteristic polynomial det(z − H) with respect to z equals det(z − H) tr G(z). The attempt factors det(w − H) as det(z − H) det(1 + (w − z)G(z)) and expands the second factor in powers of w − z, with a polynomial `q` in the remainder. It then differentiates this expansion and evaluates the result at w = z.

This version doesn't compile in Lean 4 with Mathlib:

```lean
import Mathlib

open Polynomial

namespace Jacobi

noncomputable section

/-- Complex n by n matrices, the operators on an n-level system. -/
abbrev Op (n : ℕ) := Matrix (Fin n) (Fin n) ℂ

variable {n : ℕ}

/-- The Green's matrix G(z), the inverse of z - H, for z such that z - H is invertible. -/
def green (H : Op n) (z : ℂ) : Op n := (z • (1 : Op n) - H)⁻¹

/-- The characteristic polynomial of H takes the value det(z - H) at z. -/
theorem charpoly_eval (H : Op n) (z : ℂ) :
    H.charpoly.eval z = (z • (1 : Op n) - H).det := by
  rw [Matrix.charpoly, ← coe_evalRingHom, RingHom.map_det]
  congr 1
  ext i j
  by_cases h : i = j <;>
    simp [h]

/-- A special case of Jacobi's formula: where z - H is invertible, the derivative of det(z - H) with
respect to z is det(z - H) tr G(z). -/
theorem jacobi (H : Op n) (z : ℂ) (hz : IsUnit (z • (1 : Op n) - H)) :
    (derivative H.charpoly).eval z = (z • (1 : Op n) - H).det * (green H z).trace := by
  have hd := (Matrix.isUnit_iff_isUnit_det _).mp hz
  obtain ⟨q, hq⟩ : ∃ q : ℂ[X], ∀ r : ℂ, (1 + r • green H z).det
      = 1 + (green H z).trace * r + q.eval r * r ^ 2 :=
    ⟨_, fun r => Matrix.det_one_add_smul r (green H z)⟩
  -- expand the determinant around the regular point z
  have hp : H.charpoly = C (z • (1 : Op n) - H).det *
      (1 + C (green H z).trace * (X - C z) + q.comp (X - C z) * (X - C z) ^ 2) := by
    apply Polynomial.funext
    intro w
    have hw : w • (1 : Op n) - H
        = (z • (1 : Op n) - H) * (1 + (w - z) • green H z) := by
      rw [green, mul_add, mul_one, mul_smul_comm, Matrix.mul_nonsing_inv _ hd]
      module
    rw [charpoly_eval, hw, Matrix.det_mul, hq]
    simp [eval_comp]
  rw [hp]
  simp

end

end Jacobi
```

The error:

```
Main.lean:29:85: error: unsolved goals
n : ℕ
H : Op n
z : ℂ
hz : IsUnit (z • 1 - H)
hd : IsUnit (Matrix.det (z • 1 - H))
q : ℂ[X]
hq : ∀ (r : ℂ), Matrix.det (1 + r • green H z) = 1 + Matrix.trace (green H z) * r + eval r q * r ^ 2
hp :
  Matrix.charpoly H =
    C (Matrix.det (z • 1 - H)) * (1 + C (Matrix.trace (green H z)) * (X - C z) + q.comp (X - C z) * (X - C z) ^ 2)
⊢ (eval 0 q = 0 ∨ eval z (derivative ((X - C z) ^ 2)) = 0) ∨ Matrix.det (z • 1 - H) = 0
```

Diagnosis. The error says that the proof ends with a goal still open. The expansion `hp` is proved, and what fails is the last step, where `simp` has to differentiate it and evaluate at `z`. `simp` leaves the derivative of `(X - C z) ^ 2` as it stands. It cancels what the two sides share and is left with three alternatives: `q` vanishes at 0, this derivative vanishes at `z`, or det(z − H) is zero. The first need not hold, and the third is ruled out by `hd`. The second is true, since the derivative is 2(X − z), but `simp` cannot see this while the derivative is unevaluated.

The repair gives `simp` the lemma `pow_two`, which rewrites the square as the product `(X - C z) * (X - C z)`. `simp` can differentiate this by the product rule, and each resulting term keeps a factor `X - C z`, which is zero at `z`. The remainder then contributes nothing to the derivative, and the two sides agree.

As a diff, the version that Lean accepts:

```diff
@@ -44,5 +44,5 @@
     simp [eval_comp]
   rw [hp]
-  simp
+  simp [pow_two]
 
 end
```
